# Two scaling laws select ‖∇n‖/n among the products nᵃ‖∇n‖ᵇ

Before a locally range-separated hybrid can split $1/r_{12}$ into short-range and long-range parts, the code needs a range parameter $\omega(\mathbf r)$ at each grid point. One semilocal choice is a constant times $\|\nabla n\|/n$, where $n$ is the electron density. Within the two-exponent family

$$w[n](\mathbf r)=n(\mathbf r)^a\,\|\nabla n(\mathbf r)\|^b,\qquad a,b\in\mathbb R,$$

two scaling requirements leave only this ratio.

## How the parameter responds to scaling

For $g,l>0$, let $n_g(\mathbf r)=g^3n(g\mathbf r)$ be the uniformly scaled density and $l\,n$ the density multiplied by a constant. For positive differentiable $n$,

$$w[n_g](\mathbf r)=g^{3a+4b}\,w[n](g\mathbf r),\qquad w[l\,n](\mathbf r)=l^{a+b}\,w[n](\mathbf r).$$

Since $\omega r_{12}$ is dimensionless, $\omega$ is an inverse length. The first exponent must then be 1 if the density alone sets this length, so that the prefactor is a pure number. This is a requirement on the model: a constant $\omega$ with a fixed value in bohr$^{-1}$ is also an inverse length, but has degree 0 in $g$. Setting the second exponent to 0 is a further postulate: the parameter should follow the decay length of the density and ignore its amplitude. If the gradient is non-zero somewhere, the two conditions together hold exactly when $a=-1$ and $b=1$.

An implementation can be checked against the second law by multiplying the density and its gradient by the same factor, which must leave the ratio unchanged. A positive floor added to the denominator breaks this invariance wherever the gradient is non-zero.

## From the chain rule to two linear equations

Differentiating $n_g$ gives three factors of $g$ from the prefactor and one from the argument:

$$\nabla n_g(\mathbf r)=g^4(\nabla n)(g\mathbf r).$$

Hence

$$w[n_g](\mathbf r)=\big(g^3n(g\mathbf r)\big)^a\big(g^4\|\nabla n(g\mathbf r)\|\big)^b=g^{3a+4b}w[n](g\mathbf r).$$

Likewise $\nabla(l\,n)=l\,\nabla n$, so $w[l\,n]=l^a\,l^b\,w[n]$.

Now prescribe degree $p$ in $g$ and degree $q$ in $l$. Where the gradient is non-zero, $w>0$ cancels. Taking logarithms, with $g,l\neq1$, leaves

$$3a+4b=p,\qquad a+b=q,$$

so $b=p-3q$ and $a=4q-p$. For $p=1$, $q=0$ this is $a=-1$, $b=1$.

The selected function satisfies $w\,n=\|\nabla n\|$. For $n=e^{-\boldsymbol\kappa\cdot\mathbf r}$, with $\boldsymbol\kappa$ a constant vector, $\nabla n=-n\boldsymbol\kappa$, so $w=\|\boldsymbol\kappa\|$ everywhere. This $n$ has no finite integral over space, so it is a test function for the formula and not the density of an electronic system. Coordinate scaling alone does not decide the exponents: $n^{1/3}$ also has degree 1 in $g$, but degree $1/3$ in $l$.

## The Lean file

```lean
import Mathlib

open scoped InnerProductSpace

namespace LocalRangeParameter

noncomputable section

/-- Three-dimensional position space. -/
abbrev Space := EuclideanSpace ℝ (Fin 3)

/-- The uniformly scaled density `n_g(r) = g³ n(g r)`. -/
def scaledDensity (g : ℝ) (n : Space → ℝ) : Space → ℝ :=
  fun r => g ^ 3 * n (g • r)

/-- The density multiplied by a constant, `(l n)(r) = l n(r)`. -/
def multipliedDensity (l : ℝ) (n : Space → ℝ) : Space → ℝ :=
  fun r => l * n r

/-- The semilocal function `w[n](r) = n(r)^a ‖∇n(r)‖^b`. -/
def rangeParam (a b : ℝ) (n : Space → ℝ) (r : Space) : ℝ :=
  n r ^ a * ‖gradient n r‖ ^ b

/-- The gradient of the scaled density at `r` is `g⁴` times the gradient of the
original density at `g r`. -/
theorem gradient_scaledDensity {n : Space → ℝ} {g : ℝ} {r : Space}
    (hd : DifferentiableAt ℝ n (g • r)) :
    gradient (scaledDensity g n) r = g ^ 4 • gradient n (g • r) := by
  apply HasGradientAt.gradient
  rw [hasGradientAt_iff_hasFDerivAt]
  have h0 := hasGradientAt_iff_hasFDerivAt.1 hd.hasGradientAt
  have h1 : HasFDerivAt (fun x : Space => g • x)
      (g • ContinuousLinearMap.id ℝ Space) r := (hasFDerivAt_id r).const_smul g
  -- chain rule: one factor g from the inner map, three from the prefactor
  have h2 := (HasFDerivAt.comp (g := n) (f := fun x : Space => g • x) r h0 h1).const_mul (g ^ 3)
  refine h2.congr_fderiv (ContinuousLinearMap.ext fun x => ?_)
  change g ^ 3 * inner ℝ (gradient n (g • r)) (g • x)
    = inner ℝ (g ^ 4 • gradient n (g • r)) x
  rw [real_inner_smul_left, real_inner_smul_right]
  ring

/-- Multiplying the density by `l` multiplies its gradient by `l`. -/
theorem gradient_multipliedDensity {n : Space → ℝ} {r : Space} (l : ℝ)
    (hd : DifferentiableAt ℝ n r) :
    gradient (multipliedDensity l n) r = l • gradient n r := by
  apply HasGradientAt.gradient
  rw [hasGradientAt_iff_hasFDerivAt]
  have h0 := (hasGradientAt_iff_hasFDerivAt.1 hd.hasGradientAt).const_mul l
  refine h0.congr_fderiv (ContinuousLinearMap.ext fun x => ?_)
  change l * inner ℝ (gradient n r) x = inner ℝ (l • gradient n r) x
  rw [real_inner_smul_left]

/-- Under uniform coordinate scaling, `w[n_g](r) = g^(3a+4b) w[n](g r)`. -/
theorem rangeParam_scaledDensity (a b : ℝ) {n : Space → ℝ} {g : ℝ} {r : Space}
    (hg : 0 < g) (hn : 0 < n (g • r)) (hd : DifferentiableAt ℝ n (g • r)) :
    rangeParam a b (scaledDensity g n) r
      = g ^ (3 * a + 4 * b) * rangeParam a b n (g • r) := by
  have e3 : g ^ (3 * a) = (g ^ 3) ^ a := by
    rw [Real.rpow_mul hg.le, Real.rpow_ofNat]
  have e4 : g ^ (4 * b) = (g ^ 4) ^ b := by
    rw [Real.rpow_mul hg.le, Real.rpow_ofNat]
  have h3 : (0 : ℝ) ≤ g ^ 3 := by positivity
  have h4 : (0 : ℝ) ≤ g ^ 4 := by positivity
  unfold rangeParam
  rw [gradient_scaledDensity hd, norm_smul, Real.norm_of_nonneg h4,
    Real.mul_rpow h4 (norm_nonneg _), Real.rpow_add hg, e3, e4]
  unfold scaledDensity
  rw [Real.mul_rpow h3 hn.le]
  ring

/-- Under multiplication of the density by `l`, `w[l n](r) = l^(a+b) w[n](r)`. -/
theorem rangeParam_multipliedDensity (a b : ℝ) {n : Space → ℝ} {l : ℝ} {r : Space}
    (hl : 0 < l) (hn : 0 < n r) (hd : DifferentiableAt ℝ n r) :
    rangeParam a b (multipliedDensity l n) r = l ^ (a + b) * rangeParam a b n r := by
  unfold rangeParam
  rw [gradient_multipliedDensity l hd, norm_smul, Real.norm_of_nonneg hl.le,
    Real.mul_rpow hl.le (norm_nonneg _), Real.rpow_add hl]
  unfold multipliedDensity
  rw [Real.mul_rpow hl.le hn.le]
  ring

/-- At a point of non-zero gradient, and for one pair of factors `g, l ≠ 1`, the
function `w` scales with degree `p` in `g` and degree `q` in `l` exactly when
`a = 4q - p` and `b = p - 3q`. -/
theorem scaling_degrees_iff (a b p q : ℝ) {n : Space → ℝ} {g l : ℝ} {r : Space}
    (hg : 0 < g) (hg1 : g ≠ 1) (hl : 0 < l) (hl1 : l ≠ 1)
    (hn : 0 < n (g • r)) (hd : DifferentiableAt ℝ n (g • r))
    (hgrad : gradient n (g • r) ≠ 0) :
    (rangeParam a b (scaledDensity g n) r = g ^ p * rangeParam a b n (g • r) ∧
      rangeParam a b (multipliedDensity l n) (g • r) = l ^ q * rangeParam a b n (g • r))
      ↔ a = 4 * q - p ∧ b = p - 3 * q := by
  have hW : 0 < rangeParam a b n (g • r) :=
    mul_pos (Real.rpow_pos_of_pos hn a) (Real.rpow_pos_of_pos (norm_pos_iff.2 hgrad) b)
  -- a power of a positive base other than one determines its exponent
  have inj : ∀ x y z : ℝ, 0 < x → x ≠ 1 → x ^ y = x ^ z → y = z := by
    intro x y z hx hx1 h
    have h' := congrArg Real.log h
    rw [Real.log_rpow hx, Real.log_rpow hx] at h'
    exact mul_right_cancel₀ (Real.log_ne_zero_of_pos_of_ne_one hx hx1) h'
  rw [rangeParam_scaledDensity a b hg hn hd, rangeParam_multipliedDensity a b hl hn hd]
  constructor
  · rintro ⟨h1, h2⟩
    have k1 := inj g _ _ hg hg1 (mul_right_cancel₀ hW.ne' h1)
    have k2 := inj l _ _ hl hl1 (mul_right_cancel₀ hW.ne' h2)
    constructor <;> linarith
  · rintro ⟨h1, h2⟩
    have k1 : 3 * a + 4 * b = p := by linarith
    have k2 : a + b = q := by linarith
    rw [k1, k2]
    exact ⟨rfl, rfl⟩

/-- For a positive differentiable density that is not flat everywhere, `w` scales as an
inverse length and is unchanged when the density is multiplied by a positive constant
exactly when `a = -1` and `b = 1`. -/
theorem range_parameter_unique (a b : ℝ) {n : Space → ℝ} (hn : ∀ r, 0 < n r)
    (hd : Differentiable ℝ n) {r₀ : Space} (hgrad : gradient n r₀ ≠ 0) :
    ((∀ g : ℝ, 0 < g → ∀ r,
        rangeParam a b (scaledDensity g n) r = g * rangeParam a b n (g • r)) ∧
      (∀ l : ℝ, 0 < l → ∀ r,
        rangeParam a b (multipliedDensity l n) r = rangeParam a b n r))
      ↔ a = -1 ∧ b = 1 := by
  constructor
  · rintro ⟨h1, h2⟩
    -- use factor two in both laws: coordinate scaling at r₀/2, multiplication at r₀
    have hr : (2 : ℝ) • ((1 / 2 : ℝ) • r₀) = r₀ := by
      rw [smul_smul]
      norm_num
    have key := (scaling_degrees_iff a b 1 0 (n := n) (g := 2) (l := 2)
      (r := (1 / 2 : ℝ) • r₀) (by norm_num) (by norm_num) (by norm_num) (by norm_num)
      (hn _) (hd _) (by rw [hr]; exact hgrad)).1
      ⟨by rw [Real.rpow_one]; exact h1 2 (by norm_num) _,
       by rw [Real.rpow_zero, one_mul]; exact h2 2 (by norm_num) _⟩
    constructor <;> linarith [key.1, key.2]
  · rintro ⟨ha, hb⟩
    have k1 : 3 * a + 4 * b = 1 := by linarith
    have k2 : a + b = 0 := by linarith
    constructor
    · intro g hg r
      rw [rangeParam_scaledDensity a b hg (hn _) (hd _), k1, Real.rpow_one]
    · intro l hl r
      rw [rangeParam_multipliedDensity a b hl (hn _) (hd _), k2, Real.rpow_zero, one_mul]

/-- With `a = -1` and `b = 1`, the function `w` times the density is the norm of the
density gradient. -/
theorem rangeParam_mul_density {n : Space → ℝ} {r : Space} (hn : n r ≠ 0) :
    rangeParam (-1) 1 n r * n r = ‖gradient n r‖ := by
  unfold rangeParam
  rw [Real.rpow_neg_one, Real.rpow_one, mul_right_comm, inv_mul_cancel₀ hn, one_mul]

/-- With the function `exp(-κ·r)` inserted for `n`, the function `w` with `a = -1` and `b = 1`
equals `‖κ‖` at every point. -/
theorem rangeParam_exponential (κ r : Space) :
    rangeParam (-1) 1 (fun x => Real.exp (-(inner ℝ κ x))) r = ‖κ‖ := by
  have hgrad : gradient (fun x : Space => Real.exp (-(inner ℝ κ x))) r
      = (-Real.exp (-(inner ℝ κ r))) • κ := by
    apply HasGradientAt.gradient
    rw [hasGradientAt_iff_hasFDerivAt]
    have h : HasFDerivAt (fun x : Space => -(inner ℝ κ x)) (-(innerSL ℝ κ)) r :=
      (innerSL ℝ κ).hasFDerivAt.neg
    refine h.exp.congr_fderiv (ContinuousLinearMap.ext fun x => ?_)
    change Real.exp (-(inner ℝ κ r)) * (-(inner ℝ κ x))
      = inner ℝ ((-Real.exp (-(inner ℝ κ r))) • κ) x
    rw [real_inner_smul_left]
    ring
  have hpos := Real.exp_pos (-(inner ℝ κ r))
  -- compare after multiplication by the positive density
  apply mul_right_cancel₀ hpos.ne'
  have h := rangeParam_mul_density (n := fun x : Space => Real.exp (-(inner ℝ κ x)))
    (r := r) hpos.ne'
  rw [hgrad, norm_smul, norm_neg, Real.norm_of_nonneg hpos.le] at h
  rw [mul_comm ‖κ‖]
  exact h

/-- The choice `a = 1/3`, `b = 0` also has degree one under coordinate scaling, but has
degree `1/3` under multiplication of the density. -/
theorem cube_root_scaling {n : Space → ℝ} (hn : ∀ r, 0 < n r) (hd : Differentiable ℝ n)
    {g l : ℝ} (hg : 0 < g) (hl : 0 < l) (r : Space) :
    rangeParam (1 / 3) 0 (scaledDensity g n) r = g * rangeParam (1 / 3) 0 n (g • r) ∧
      rangeParam (1 / 3) 0 (multipliedDensity l n) r
        = l ^ (1 / 3 : ℝ) * rangeParam (1 / 3) 0 n r := by
  have k : (3 * (1 / 3) + 4 * 0 : ℝ) = 1 := by norm_num
  constructor
  · rw [rangeParam_scaledDensity _ _ hg (hn _) (hd _), k, Real.rpow_one]
  · rw [rangeParam_multipliedDensity _ _ hl (hn _) (hd _), add_zero]

end

end LocalRangeParameter
```

```lean
#print axioms LocalRangeParameter.range_parameter_unique
-- 'LocalRangeParameter.range_parameter_unique' depends on axioms: [propext, Classical.choice, Quot.sound]
#print axioms LocalRangeParameter.rangeParam_exponential
-- 'LocalRangeParameter.rangeParam_exponential' depends on axioms: [propext, Classical.choice, Quot.sound]
#print axioms LocalRangeParameter.cube_root_scaling
-- 'LocalRangeParameter.cube_root_scaling' depends on axioms: [propext, Classical.choice, Quot.sound]
```

## What the theorems cover

`Space` is three-dimensional Euclidean space, a density is a real function on it, and `rangeParam a b n r` is $w[n](\mathbf r)$ with real powers. `scaledDensity` and `multipliedDensity` are $n_g$ and $l\,n$.

`scaling_degrees_iff` needs positivity, differentiability and a non-zero gradient only at $g\mathbf r$, and a single pair $g,l\neq1$. It therefore applies to a density with nuclear cusps, away from the nuclei. `range_parameter_unique` assumes positivity and differentiability everywhere, which excludes cusps, and a non-zero gradient at one point `r₀`.

Normalisation, spin densities and further ingredients such as the kinetic-energy density are absent. The prefactor is fixed at one, and scaling would not determine it. At a point of zero gradient with $b<0$, Lean sets $0^b=0$, so the laws there say nothing physical.

## How the proof runs

The two gradient lemmas carry out the differentiation; `HasFDerivAt.comp` is the chain rule. The scaling theorems then split the powers with `Real.mul_rpow` and `Real.rpow_add`. In `scaling_degrees_iff`, `hW` supplies the positive value to cancel, `inj` takes logarithms, and `linarith` solves the linear equations.

`range_parameter_unique` uses factor 2 in both laws. It applies the coordinate-scaling law at $\mathbf r_0/2$, so that the scaled argument is $\mathbf r_0$, and the multiplication law at $\mathbf r_0$ itself. Its converse inserts the exponents into the general laws. `rangeParam_exponential` compares both sides after multiplication by the positive density, and `cube_root_scaling` specialises the two laws.

## A general function in place of powers

The model could have started from an arbitrary function $f(n,\|\nabla n\|)$ of positive arguments, with both laws required for all of them. Invariance under $l$ makes $f$ a function of $\|\nabla n\|/n$ alone, and degree 1 in $g$ makes that function linear. This argument, which the file does not contain, would give $C\,\|\nabla n\|/n$ with a free constant $C$, without assuming powers.
